# A terminating three-term recursion with a nonzero solution has exactly one normalised solution with a positive last value

To compute a row of coupling coefficients, a code can set the coefficient at one end of the range to 1, run a three-term recursion to the other end, and rescale the row to unit norm with the agreed sign. This gives the right row only if the recursion, the norm and the sign leave no freedom.

## The normalised solution as a rescaled downward recursion

Let $a_n,b_n,c_n$ be real, and for $n=0,\dots,N$ let

$$a_n f_{n+1}+b_n f_n+c_n f_{n-1}=0,\qquad c_0=a_N=0,$$

with all other $a_n$ and $c_n$ in the range nonzero. Let $B$ be the downward recursion started at $B_N=1$, and let $w_n>0$ be weights. If the equations have a nonzero solution, then exactly one solution satisfies $\sum_n w_nf_n^2=1$ and $f_N>0$:

$$f_n=\frac{B_n}{\sqrt S},\qquad S=\sum_{k=0}^N w_kB_k^2 .$$

The assumed nonzero solution stands for an eigenvalue condition. There are as many equations as unknowns, so for a recursion derived from $J^2$ the inserted $J(J+1)$ must be an eigenvalue in the chosen basis.

## Rescaling and joining rows of coupling coefficients

In angular momentum coupling for electronic structure, the result justifies an arbitrary nonzero starting value for any finite real recursion of this form that has a nonzero solution. It also justifies joining an upward and a downward run: they differ by one constant factor, which can be read off at any index where both are nonzero. If the phase convention makes $f_N$ negative, the whole row changes sign.

## From the two ends to the normalised row

Let $F$ be the upward recursion with $F_0=1$. If $N\ge1$, the equation at $n=0$ gives $f_1=-b_0f_0/a_0=f_0F_1$. For $1\le n<N$,

$$f_{n+1}=-\frac{b_nf_n+c_nf_{n-1}}{a_n},$$

so by induction $f_n=f_0F_n$ for every solution. For $N=0$ this is immediate. Reading the indices from the top exchanges $a$ and $c$, and the same argument gives $f_n=f_NB_n$.

Let $g$ be a nonzero solution. If $g_0$ or $g_N$ vanished, all of $g$ would vanish, so both are nonzero. Two consequences follow:

- Any solution is $f_n=(f_0/g_0)\,g_n$, and every multiple of $g$ is a solution. The solutions form a line.
- From $g_0F_n=g_n=g_NB_n$ we get $B_n=(g_0/g_N)F_n$, with a nonzero factor.

Since $B=g/g_N$, $B$ is itself a solution, and $B_N=1$ gives $S\ge w_N>0$. A normalised solution $f=f_NB$ satisfies $f_N^2S=1$, and $f_N>0$ selects $f_N=1/\sqrt S$. Conversely, $B/\sqrt S$ solves the recursion, has weighted square sum $S/S=1$ and ends in $1/\sqrt S>0$.

### Two spins 1 coupled to $J=2$, $M=0$

In the basis $|m,-m\rangle$ with $n=m+1$, the equation $J^2=6$ reads

$$2f_1-4f_0=0,\quad 2f_2-2f_1+2f_0=0,\quad -4f_2+2f_1=0.$$

Start with $B_2=1$. The last equation gives $B_1=2$ and the middle one $B_0=1$. The first then holds: $4-4=0$. With unit weights $S=6$, and the row is $(1,2,1)/\sqrt6$.

Inserting $J(J+1)=12$ instead gives $1,5,19$ downwards, and the first equation fails: $10-190\ne0$.

### Two equal spins coupled to zero

For $j=N/2$ and $m=n-j$, the equation $J^2=0$ in the same basis has

$$a_n=j(j+1)-m(m+1)=(n+1)(N-n),$$
$$c_n=j(j+1)-m(m-1)=n(N-n+1),$$
$$b_n=2j(j+1)-2m^2=a_n+c_n .$$

The end conditions hold, and $(-1)^n$ is a solution because $b_n-a_n-c_n=0$. Hence $B_n=(-1)^{N+n}$, $S=N+1$ for unit weights, and $f_n=(-1)^{N+n}/\sqrt{N+1}$.

## The recursion in Lean

```lean
import Mathlib

open Finset

namespace ThreeTermRecursion

/-- The three-term recursion holds at every index from 0 to `N`. At `n = 0` the last term is
meant to be absent, through `c 0 = 0`. -/
def Solves (N : ℕ) (a b c f : ℕ → ℝ) : Prop :=
  ∀ n ≤ N, a n * f (n + 1) + b n * f n + c n * f (n - 1) = 0

/-- The recursion terminates at both ends of the range 0 to `N` and nowhere in between. -/
structure Terminating (N : ℕ) (a c : ℕ → ℝ) : Prop where
  c_zero : c 0 = 0
  a_top : a N = 0
  a_ne : ∀ n < N, a n ≠ 0
  c_ne : ∀ n, 0 < n → n ≤ N → c n ≠ 0

/-- Upward recursion started with the value 1 at the lower end; it is meant for the indices reached
through nonzero `a n`. -/
noncomputable def forward (a b c : ℕ → ℝ) : ℕ → ℝ
  | 0 => 1
  | 1 => -(b 0) / a 0
  | n + 2 => -(b (n + 1) * forward a b c (n + 1) + c (n + 1) * forward a b c n) / a (n + 1)

/-- A sequence read from the upper end `N` downwards, for indices up to `N`. -/
def reflect (N : ℕ) (u : ℕ → ℝ) : ℕ → ℝ := fun k => u (N - k)

/-- Downward recursion started with the value 1 at the upper end `N`; it is meant for the indices up
to `N` reached through nonzero `c n`. -/
noncomputable def backward (N : ℕ) (a b c : ℕ → ℝ) (n : ℕ) : ℝ :=
  forward (reflect N c) (reflect N b) (reflect N a) (N - n)

/-- The weighted sum of squares over the indices 0 to `N`. -/
def normSq (N : ℕ) (w f : ℕ → ℝ) : ℝ := ∑ n ∈ range (N + 1), w n * f n ^ 2

/-- A solution with weighted sum of squares 1 and a positive value at the upper end. -/
structure IsNormalized (N : ℕ) (a b c w f : ℕ → ℝ) : Prop where
  solves : Solves N a b c f
  norm : normSq N w f = 1
  top_pos : 0 < f N

variable {N : ℕ} {a b c w f g : ℕ → ℝ}

/-- A multiple of a solution is a solution. -/
theorem solves_of_proportional (h : Terminating N a c) (hg : Solves N a b c g) {t : ℝ}
    (ht : ∀ n ≤ N, f n = t * g n) : Solves N a b c f := by
  intro n hn
  have e := hg n hn
  rw [ht n hn, ht (n - 1) (by omega)]
  rcases hn.eq_or_lt with rfl | hlt
  · rw [h.a_top] at e ⊢
    linear_combination t * e
  · rw [ht (n + 1) hlt]
    linear_combination t * e

/-- Every solution is its value at the lower end times the forward recursion. -/
theorem solution_eq_forward (h : Terminating N a c) (hf : Solves N a b c f) :
    ∀ n ≤ N, f n = f 0 * forward a b c n := by
  intro n
  induction n using Nat.strong_induction_on with
  | _ n ih =>
    intro hn
    match n, ih, hn with
    | 0, _, _ => simp [forward]
    | 1, _, hn =>
      have e := hf 0 (by omega)
      rw [h.c_zero, zero_mul, add_zero, zero_add] at e
      rw [forward, ← mul_div_assoc, eq_div_iff (h.a_ne 0 (by omega))]
      linear_combination e
    | n + 2, ih, hn =>
      have e : a (n + 1) * f (n + 2) + b (n + 1) * f (n + 1) + c (n + 1) * f n = 0 :=
        hf (n + 1) (by omega)
      have i0 := ih n (by omega) (by omega)
      have i1 := ih (n + 1) (by omega) (by omega)
      rw [forward, ← mul_div_assoc, eq_div_iff (h.a_ne (n + 1) (by omega))]
      linear_combination e - b (n + 1) * i1 - c (n + 1) * i0

/-- Reading the recursion from the other end exchanges the roles of `a` and `c`. -/
theorem reflected (h : Terminating N a c) (hf : Solves N a b c f) :
    Terminating N (reflect N c) (reflect N a) ∧
      Solves N (reflect N c) (reflect N b) (reflect N a) (reflect N f) := by
  refine ⟨⟨by simpa [reflect] using h.a_top, by simpa [reflect] using h.c_zero,
    fun n hn => h.c_ne (N - n) (by omega) (by omega),
    fun n h0 hn => h.a_ne (N - n) (by omega)⟩, ?_⟩
  intro k hk
  rcases k with _ | k
  · have e := hf N le_rfl
    show c N * f (N - 1) + b N * f N + a N * f N = 0
    rw [h.a_top] at e ⊢
    linear_combination e
  · have e := hf (N - (k + 1)) (by omega)
    have h1 : N - (k + 1) + 1 = N - k := by omega
    have h2 : N - (k + 1) - 1 = N - (k + 2) := by omega
    rw [h1, h2] at e
    show c (N - (k + 1)) * f (N - (k + 2)) + b (N - (k + 1)) * f (N - (k + 1))
      + a (N - (k + 1)) * f (N - k) = 0
    linear_combination e

/-- Every solution is its value at the upper end times the backward recursion. -/
theorem solution_eq_backward (h : Terminating N a c) (hf : Solves N a b c f) :
    ∀ n ≤ N, f n = f N * backward N a b c n := by
  intro n hn
  have key : f (N - (N - n)) = f (N - 0) * backward N a b c n :=
    solution_eq_forward (reflected h hf).1 (reflected h hf).2 (N - n) (by omega)
  have e : N - (N - n) = n := by omega
  rwa [e, Nat.sub_zero] at key

/-- A nonzero solution vanishes at neither end. -/
theorem ends_ne_zero (h : Terminating N a c) (hg : Solves N a b c g)
    (hne : ∃ n ≤ N, g n ≠ 0) : g 0 ≠ 0 ∧ g N ≠ 0 := by
  obtain ⟨n, hn, hgn⟩ := hne
  constructor
  · intro h0
    exact hgn (by rw [solution_eq_forward h hg n hn, h0, zero_mul])
  · intro h0
    exact hgn (by rw [solution_eq_backward h hg n hn, h0, zero_mul])

/-- The solutions form a line: they are exactly the multiples of any nonzero solution. -/
theorem solves_iff_multiple (h : Terminating N a c) (hg : Solves N a b c g)
    (hne : ∃ n ≤ N, g n ≠ 0) :
    Solves N a b c f ↔ ∃ t : ℝ, ∀ n ≤ N, f n = t * g n := by
  have h0 := (ends_ne_zero h hg hne).1
  constructor
  · intro hf
    refine ⟨f 0 / g 0, fun n hn => ?_⟩
    rw [div_mul_eq_mul_div, eq_div_iff h0]
    linear_combination g 0 * solution_eq_forward h hf n hn
      - f 0 * solution_eq_forward h hg n hn
  · rintro ⟨t, ht⟩
    exact solves_of_proportional h hg ht

/-- If a nonzero solution exists, the backward and forward recursions are proportional, with a
nonzero factor. -/
theorem backward_proportional_forward (h : Terminating N a c) (hg : Solves N a b c g)
    (hne : ∃ n ≤ N, g n ≠ 0) :
    ∃ κ : ℝ, κ ≠ 0 ∧ ∀ n ≤ N, backward N a b c n = κ * forward a b c n := by
  obtain ⟨h0, hN⟩ := ends_ne_zero h hg hne
  refine ⟨g 0 / g N, div_ne_zero h0 hN, fun n hn => ?_⟩
  rw [div_mul_eq_mul_div, eq_div_iff hN]
  linear_combination solution_eq_forward h hg n hn - solution_eq_backward h hg n hn

/-- If a nonzero solution exists and the weights are positive, there is exactly one normalised
solution on 0 to `N`: the backward recursion divided by its weighted norm. -/
theorem isNormalized_iff (h : Terminating N a c) (hw : ∀ n ≤ N, 0 < w n)
    (hg : Solves N a b c g) (hne : ∃ n ≤ N, g n ≠ 0) :
    IsNormalized N a b c w f ↔
      ∀ n ≤ N, f n = backward N a b c n / √(normSq N w (backward N a b c)) := by
  have hN := (ends_ne_zero h hg hne).2
  have hB : Solves N a b c (backward N a b c) := by
    refine solves_of_proportional h hg (t := (g N)⁻¹) fun n hn => ?_
    rw [solution_eq_backward h hg n hn, inv_mul_cancel_left₀ hN]
  have htop : backward N a b c N = 1 := by simp [backward, forward]
  -- the value 1 at the upper end makes the norm positive
  have hS : 0 < normSq N w (backward N a b c) := by
    refine Finset.sum_pos' (fun n hn => ?_) ⟨N, by simp, ?_⟩
    · exact mul_nonneg (hw n (by simp at hn; omega)).le (sq_nonneg _)
    · rw [htop, one_pow, mul_one]
      exact hw N le_rfl
  have hs := Real.sq_sqrt hS.le
  have hp := Real.sqrt_pos.2 hS
  constructor
  · intro hf n hn
    have e : f N ^ 2 * normSq N w (backward N a b c) = 1 := by
      rw [← hf.norm, normSq, normSq, Finset.mul_sum]
      refine Finset.sum_congr rfl fun k hk => ?_
      rw [solution_eq_backward h hf.solves k (by simp at hk; omega)]
      ring
    -- the sign convention selects the positive root
    have h1 : f N * √(normSq N w (backward N a b c)) = 1 := by
      have hpos := mul_pos hf.top_pos hp
      have hz : (f N * √(normSq N w (backward N a b c)) - 1)
          * (f N * √(normSq N w (backward N a b c)) + 1) = 0 := by
        linear_combination f N ^ 2 * hs + e
      rcases mul_eq_zero.1 hz with hz | hz <;> linarith
    rw [eq_div_iff hp.ne']
    linear_combination √(normSq N w (backward N a b c)) * solution_eq_backward h hf.solves n hn
      + backward N a b c n * h1
  · intro hf
    refine ⟨solves_of_proportional h hB (t := (√(normSq N w (backward N a b c)))⁻¹)
      fun n hn => by rw [hf n hn, div_eq_inv_mul], ?_, ?_⟩
    · have e : normSq N w f =
          normSq N w (backward N a b c) / normSq N w (backward N a b c) := by
        conv_rhs => rw [normSq.eq_1 N w (backward N a b c), Finset.sum_div]
        refine Finset.sum_congr rfl fun k hk => ?_
        rw [hf k (by simp at hk; omega), div_pow, hs, mul_div_assoc, normSq]
      rw [e, div_self hS.ne']
    · rw [hf N le_rfl, htop]
      exact div_pos one_pos hp

/-- The coefficient j(j+1) - m(m+1) with j = N/2 and m = n - j. -/
noncomputable def spinUp (N n : ℕ) : ℝ :=
  N / 2 * (N / 2 + 1) - (n - N / 2) * (n - N / 2 + 1)

/-- The coefficient 2j(j+1) - 2m² with j = N/2 and m = n - j. -/
noncomputable def spinDiag (N n : ℕ) : ℝ :=
  2 * (N / 2 * (N / 2 + 1)) - 2 * (n - N / 2) ^ 2

/-- The coefficient j(j+1) - m(m-1) with j = N/2 and m = n - j. -/
noncomputable def spinDown (N n : ℕ) : ℝ :=
  N / 2 * (N / 2 + 1) - (n - N / 2) * (n - N / 2 - 1)

/-- For two spins j = N/2, the recursion J² = 0 in the basis |m, -m⟩ has exactly one normalised
solution with unit weights, of alternating sign and constant modulus 1/√(2j+1). -/
theorem singlet_coefficients (N : ℕ) (f : ℕ → ℝ) :
    IsNormalized N (spinUp N) (spinDiag N) (spinDown N) (fun _ => 1) f ↔
      ∀ n ≤ N, f n = (-1) ^ (N + n) / √((N : ℝ) + 1) := by
  have h : Terminating N (spinUp N) (spinDown N) := by
    refine ⟨by simp only [spinDown]; push_cast; ring, by simp only [spinUp]; ring, ?_, ?_⟩
    · intro n hn h0
      have hn' : (n : ℝ) < N := by exact_mod_cast hn
      have hp : 0 < ((n : ℝ) + 1) * (N - n) := mul_pos (by positivity) (by linarith)
      simp only [spinUp] at h0
      linarith
    · intro n hpos hn h0
      have hn' : (n : ℝ) ≤ N := by exact_mod_cast hn
      have hq : (0 : ℝ) < n := by exact_mod_cast hpos
      have hp : 0 < (n : ℝ) * (N - n + 1) := mul_pos hq (by linarith)
      simp only [spinDown] at h0
      linarith
  have hg : Solves N (spinUp N) (spinDiag N) (spinDown N) (fun n => (-1) ^ n) := by
    intro n _
    rcases n with _ | k
    · simp only [spinUp, spinDiag, spinDown, Nat.zero_sub]
      push_cast
      ring
    · simp only [spinUp, spinDiag, spinDown, Nat.add_sub_cancel]
      push_cast
      ring
  have hB : ∀ n ≤ N, backward N (spinUp N) (spinDiag N) (spinDown N) n = (-1) ^ (N + n) := by
    intro n hn
    have e : (-1 : ℝ) ^ n = (-1) ^ N * backward N (spinUp N) (spinDiag N) (spinDown N) n :=
      solution_eq_backward h hg n hn
    have hsq : (-1 : ℝ) ^ N * (-1) ^ N = 1 := by rw [← mul_pow]; norm_num
    rw [pow_add, e, ← mul_assoc, hsq, one_mul]
  have hS : normSq N (fun _ => 1) (backward N (spinUp N) (spinDiag N) (spinDown N))
      = (N : ℝ) + 1 := by
    have e : normSq N (fun _ => 1) (backward N (spinUp N) (spinDiag N) (spinDown N))
        = ∑ _n ∈ range (N + 1), (1 : ℝ) := by
      refine Finset.sum_congr rfl fun n hn => ?_
      have hsq : ((-1 : ℝ) ^ (N + n)) ^ 2 = 1 := by
        rw [← pow_mul]
        exact Even.neg_one_pow ⟨N + n, by ring⟩
      rw [hB n (by simp at hn; omega), hsq, one_mul]
    rw [e]
    simp
  rw [isNormalized_iff h (fun _ _ => by norm_num) hg ⟨0, Nat.zero_le _, by norm_num⟩, hS]
  constructor
  · intro hf n hn
    rw [hf n hn, hB n hn]
  · intro hf n hn
    rw [hf n hn, hB n hn]

end ThreeTermRecursion
```

```lean
#print axioms ThreeTermRecursion.solves_iff_multiple
-- 'ThreeTermRecursion.solves_iff_multiple' depends on axioms: [propext, Classical.choice, Quot.sound]
#print axioms ThreeTermRecursion.backward_proportional_forward
-- 'ThreeTermRecursion.backward_proportional_forward' depends on axioms: [propext, Classical.choice, Quot.sound]
#print axioms ThreeTermRecursion.isNormalized_iff
-- 'ThreeTermRecursion.isNormalized_iff' depends on axioms: [propext, Classical.choice, Quot.sound]
#print axioms ThreeTermRecursion.singlet_coefficients
-- 'ThreeTermRecursion.singlet_coefficients' depends on axioms: [propext, Classical.choice, Quot.sound]
```

## Exact real rows on the indices 0 to N

**Reading the statements.** The coefficients, weights and solutions are functions `ℕ → ℝ`, of which only the indices up to `N` matter. `Solves` is the set of equations, and `Terminating` holds the conditions on $a$ and $c$. In natural-number subtraction `0 - 1` is `0`, so the last term at $n=0$ is $c_0f_0$, which vanishes through `c_zero`; `a_top` removes $f_{N+1}$. `forward` is $F$, `backward` is $B$, and `normSq` is the weighted square sum, without the root.

`solves_iff_multiple` states that the solutions form a line, and `backward_proportional_forward` that the two runs are proportional. `isNormalized_iff` says that `f` is normalised exactly when it equals $B_n/\sqrt S$ for all $n\le N$, which gives existence, uniqueness on that range and the formula. `singlet_coefficients` needs no assumed solution, since its proof supplies one for every `N`.

**Following the proof.** `solution_eq_forward` is the upward induction: `eq_div_iff` clears the nonzero $a_n$, and `linear_combination` combines the recursion with the two earlier values. `reflected` reverses the indices, so `solution_eq_backward` reuses the upward result. `ends_ne_zero` supplies the nonzero divisors for the line and for the proportionality. In `isNormalized_iff`, the sign is settled by factoring $(f_N\sqrt S-1)(f_N\sqrt S+1)=0$ and excluding the negative root. The singlet proof checks the end conditions, verifies $(-1)^n$ and evaluates $S$.

**Limits for a code.** The theorems concern exact real numbers. They give no bound on rounding error or overflow and do not say which direction is numerically stable. The nonzero solution is a hypothesis of the general theorems, so a code should check the equation left over at the far end, as in the spin-1 example. A zero of $a_n$ at any index $0\le n<N$, or of $c_n$ at any index $0<n\le N$, violates `Terminating`; this includes $a_0=0$ for $N\ge1$. The spin coefficients enter as explicit formulas; their derivation from the operator $J^2$ is not formalised.
